# Unique solvability and a gap bound for the norm-separated Sylvester equation

Linear equations of the form `A X - X B = C` occur in electronic-structure theory when amplitudes coupling two blocks of a Hamiltonian are driven by a source `C`. The theorem `sylvester_existsUnique_and_bound` takes `A`, `B` and `C` in a complete normed ring, with `A` invertible, and assumes `‖A⁻¹‖ ≤ 1 / (r + d)` and `‖B‖ ≤ r` for real `r` and `d` with `d > 0`. It states that there is then exactly one solution `X`, and that `‖X‖ ≤ ‖C‖ / d`; neither Hermiticity nor finite dimension is assumed. The proof gets existence from Banach's fixed-point theorem for the map `X ↦ A⁻¹ (C + X B)`, which contracts distances by the factor `r / (r + d)`, and uniqueness by applying the norm bound to the difference of two solutions, whose source is zero.

An attempt in Lean 4 with a fault in it:

```lean
import Mathlib

open Matrix

namespace NormSeparatedSylvester

noncomputable section

variable {R : Type*} [NormedRing R]

/-- The Sylvester operator `X ↦ A X - X B`. -/
def sylvester (A B X : R) : R := A * X - X * B

/-- One sweep of the fixed-point iteration, `X ↦ A⁻¹ (C + X B)`. -/
def sweep (A : Rˣ) (B C X : R) : R := ((A⁻¹ : Rˣ) : R) * (C + X * B)

/-- The solutions of the Sylvester equation are exactly the amplitudes left unchanged
by a sweep. -/
theorem sylvester_iff_sweep_fixed (A : Rˣ) (B C X : R) :
    sylvester (A : R) B X = C ↔ sweep A B C X = X := by
  constructor
  · intro h
    have h1 : C + X * B = (A : R) * X := by
      rw [← h]
      unfold sylvester
      rw [sub_add_cancel]
    unfold sweep
    rw [h1, Units.inv_mul_cancel_left]
  · intro h
    have h1 : (A : R) * X = C + X * B := by
      calc (A : R) * X = (A : R) * sweep A B C X := by rw [h]
        _ = C + X * B := by
          unfold sweep
          rw [Units.mul_inv_cancel_left]
    unfold sylvester
    rw [h1, add_sub_cancel_right]

/-- A sweep shrinks the distance between two trial amplitudes by at least the
factor `r / (r + d)`. -/
theorem sweep_contracts (A : Rˣ) (B C : R) {r d : ℝ} (hd : 0 < d)
    (hA : ‖((A⁻¹ : Rˣ) : R)‖ ≤ 1 / (r + d)) (hB : ‖B‖ ≤ r) (X Y : R) :
    ‖sweep A B C X - sweep A B C Y‖ ≤ r / (r + d) * ‖X - Y‖ := by
  have hr : 0 ≤ r := (norm_nonneg B).trans hB
  -- the source term cancels in the difference
  have e : sweep A B C X - sweep A B C Y = ((A⁻¹ : Rˣ) : R) * ((X - Y) * B) := by
    unfold sweep
    rw [← mul_sub, add_sub_add_left_eq_sub, ← sub_mul]
  rw [e]
  calc ‖((A⁻¹ : Rˣ) : R) * ((X - Y) * B)‖
      ≤ ‖((A⁻¹ : Rˣ) : R)‖ * (‖X - Y‖ * ‖B‖) :=
        (norm_mul_le _ _).trans
          (mul_le_mul_of_nonneg_left (norm_mul_le _ _) (norm_nonneg _))
    _ ≤ 1 / (r + d) * (‖X - Y‖ * r) := by gcongr
    _ = r / (r + d) * ‖X - Y‖ := by ring

/-- Every solution of the Sylvester equation is bounded by the size of the source
divided by the gap `d`. -/
theorem norm_solution_le (A : Rˣ) (B C X : R) {r d : ℝ} (hd : 0 < d)
    (hA : ‖((A⁻¹ : Rˣ) : R)‖ ≤ 1 / (r + d)) (hB : ‖B‖ ≤ r)
    (hX : sylvester (A : R) B X = C) : ‖X‖ ≤ ‖C‖ / d := by
  have hr : 0 ≤ r := (norm_nonneg B).trans hB
  have hp : 0 < r + d := by linarith
  have hfix := (sylvester_iff_sweep_fixed A B C X).1 hX
  have h1 : ‖C + X * B‖ ≤ ‖C‖ + ‖X‖ * r :=
    (norm_add_le _ _).trans (add_le_add le_rfl
      ((norm_mul_le _ _).trans (mul_le_mul_of_nonneg_left hB (norm_nonneg _))))
  -- take norms in the fixed-point equation
  have h2 : ‖X‖ ≤ (‖C‖ + ‖X‖ * r) / (r + d) := by
    calc ‖X‖ = ‖sweep A B C X‖ := by rw [hfix]
      _ ≤ ‖((A⁻¹ : Rˣ) : R)‖ * ‖C + X * B‖ := norm_mul_le _ _
      _ ≤ 1 / (r + d) * (‖C‖ + ‖X‖ * r) :=
        mul_le_mul hA h1 (norm_nonneg _) (by positivity)
      _ = (‖C‖ + ‖X‖ * r) / (r + d) := by ring
  rw [le_div_iff₀ hp] at h2
  rw [le_div_iff₀ hd]
  nlinarith [h2]

/-- **Norm-separated Sylvester bound.** In a complete normed ring, if `‖A⁻¹‖ ≤ 1 / (r + d)` and `‖B‖
≤ r` with `d > 0`, then `A X - X B = C` has exactly one solution, and its norm is at most `‖C‖ / d`.
-/
theorem sylvester_existsUnique_and_bound [CompleteSpace R] (A : Rˣ) (B C : R) {r d : ℝ}
    (hd : 0 < d) (hA : ‖((A⁻¹ : Rˣ) : R)‖ ≤ 1 / (r + d)) (hB : ‖B‖ ≤ r) :
    ∃ X : R, sylvester (A : R) B X = C ∧ ‖X‖ ≤ ‖C‖ / d ∧
      ∀ Y : R, sylvester (A : R) B Y = C → Y = X := by
  have hr : 0 ≤ r := (norm_nonneg B).trans hB
  have hp : 0 < r + d := by linarith
  have h0 : 0 ≤ r / (r + d) := by positivity
  have h1 : r / (r + d) < 1 := by
    rw [div_lt_one hp]
    linarith
  -- existence: Banach's fixed-point theorem for the sweep
  have hc : ContractingWith (⟨r / (r + d), h0⟩ : NNReal) (sweep A B C) :=
    ⟨by rw [← NNReal.coe_lt_coe, NNReal.coe_one]; exact h1,
      LipschitzWith.of_dist_le_mul fun X Y => by
        rw [dist_eq_norm, dist_eq_norm]
        exact sweep_contracts A B C hd hA hB X Y⟩
  have hX := (sylvester_iff_sweep_fixed A B C _).2 hc.fixedPoint_isFixedPt
  refine ⟨_, hX, norm_solution_le A B C _ hd hA hB hX, fun Y hY => ?_⟩
  -- uniqueness: the difference of two solutions has zero source
  have hz : sylvester (A : R) B (Y - ContractingWith.fixedPoint (sweep A B C) hc) = 0 := by
    rw [← sub_self C]
    nth_rewrite 2 [← hY]
    nth_rewrite 2 [← hX]
    unfold sylvester
    rw [mul_sub, sub_mul]
    abel
  have hn := norm_solution_le A B 0 _ hd hA hB hz
  rw [norm_zero, zero_div] at hn
  exact sub_eq_zero.1 (norm_le_zero_iff.1 hn)

end

end NormSeparatedSylvester
```

Lean reports:

```
Main.lean:93:12: error: Tactic `rewrite` failed: Did not find an occurrence of the pattern
  @LT.lt NNReal NNReal.instPartialOrder.toLT ?m.159 ?m.160
in the target expression
  @LT.lt NNReal NNReal.instPartialOrder.toLT ⟨r / (r + d), h0⟩ 1

R : Type u_1
inst✝¹ : NormedRing R
inst✝ : CompleteSpace R
A : Rˣ
B C : R
r d : ℝ
hd : 0 < d
hA : ‖↑A⁻¹‖ ≤ 1 / (r + d)
hB : ‖B‖ ≤ r
hr : 0 ≤ r
hp : 0 < r + d
h0 : 0 ≤ r / (r + d)
h1 : r / (r + d) < 1
⊢ ⟨r / (r + d), h0⟩ < 1

Note: The target expression is not type-correct under the `implicit` transparency level, which may have triggered the failure. This is usually caused by unfolding of semireducible definitions in prior tactic steps. Use `set_option linter.tacticCheckInstances true` to investigate the source of the issue.
Full error:
  Application type mismatch: The argument
    ⟨r / (r + d), h0⟩
  has type
    { r // 0 ≤ r }
  but is expected to have type
    NNReal
  in the application
    LT.lt ⟨r / (r + d), h0⟩
```

The contraction constant was written `⟨r / (r + d), h0⟩`, which Lean built as an element of the subtype `{ r // 0 ≤ r }`. `NNReal` is defined as that subtype, but `rw` does not unfold the definition when matching. So although the goal looks like an inequality in `NNReal`, its left side has the wrong type at that level, and `← NNReal.coe_lt_coe` finds no match.

The repair uses `Real.toNNReal (r / (r + d))`, whose type is `NNReal` itself, so the rewrite goes through. Since `Real.toNNReal` replaces negative numbers by zero, `Real.coe_toNNReal _ h0` is then needed to turn its real value back into `r / (r + d)`, both here and in the Lipschitz estimate.

The other changes are tidying, and no message concerns them. Naming the solution `X` with `obtain` keeps the fixed-point expression out of the uniqueness argument, and the separate identity `e` replaces rewrites that picked out occurrences of `C` by number.

The mended proof, as a diff:

```diff
@@ -90,19 +90,19 @@
     linarith
   -- existence: Banach's fixed-point theorem for the sweep
-  have hc : ContractingWith (⟨r / (r + d), h0⟩ : NNReal) (sweep A B C) :=
-    ⟨by rw [← NNReal.coe_lt_coe, NNReal.coe_one]; exact h1,
+  have hc : ContractingWith (Real.toNNReal (r / (r + d))) (sweep A B C) :=
+    ⟨by rw [← NNReal.coe_lt_coe, Real.coe_toNNReal _ h0, NNReal.coe_one]; exact h1,
       LipschitzWith.of_dist_le_mul fun X Y => by
-        rw [dist_eq_norm, dist_eq_norm]
+        rw [dist_eq_norm, dist_eq_norm, Real.coe_toNNReal _ h0]
         exact sweep_contracts A B C hd hA hB X Y⟩
-  have hX := (sylvester_iff_sweep_fixed A B C _).2 hc.fixedPoint_isFixedPt
-  refine ⟨_, hX, norm_solution_le A B C _ hd hA hB hX, fun Y hY => ?_⟩
+  obtain ⟨X, hX⟩ : ∃ X : R, sylvester (A : R) B X = C :=
+    ⟨_, (sylvester_iff_sweep_fixed A B C _).2 hc.fixedPoint_isFixedPt⟩
+  refine ⟨X, hX, norm_solution_le A B C X hd hA hB hX, fun Y hY => ?_⟩
   -- uniqueness: the difference of two solutions has zero source
-  have hz : sylvester (A : R) B (Y - ContractingWith.fixedPoint (sweep A B C) hc) = 0 := by
-    rw [← sub_self C]
-    nth_rewrite 2 [← hY]
-    nth_rewrite 2 [← hX]
+  have e : sylvester (A : R) B (Y - X) = sylvester (A : R) B Y - sylvester (A : R) B X := by
     unfold sylvester
     rw [mul_sub, sub_mul]
     abel
+  have hz : sylvester (A : R) B (Y - X) = 0 := by
+    rw [e, hY, hX, sub_self]
   have hn := norm_solution_le A B 0 _ hd hA hB hz
   rw [norm_zero, zero_div] at hn
```
